# Second-order spin-orbit energy from spin-resolved orbital moments and a spin-flip term

In a magnet, the orbital moment of the valence shell can be estimated from X-ray magnetic circular dichroism at a core edge through a sum rule. Spin-orbit coupling induces some or all of that moment and, in second order, lowers the ground-state energy. How much does the moment say about the energy?

Take non-interacting electrons in finitely many spin-orbitals with energies $e_p$. Let $o$ run over occupied levels and $u$ over empty ones, every occupied level lying strictly below every empty one. A perturbation $V$ gives the second-order energy and, to first order, the amplitude of $u$ in the perturbed orbital $o$:

$$E_2=\sum_{o,u}\frac{|V_{uo}|^2}{e_o-e_u},\qquad c_{uo}=\frac{V_{uo}}{e_o-e_u}.$$

Let $L$ be the component of orbital angular momentum along the spin axis, in units of $\hbar$. The first-order moment within spin $s$, counted as angular momentum (the magnetic moment is $-\mu_{\rm B}m_s$), is

$$m_s=2\,\mathrm{Re}\sum_{o,u\ \text{of spin}\ s}L_{ou}\,c_{uo}.$$

If $L$ is Hermitian and $V$ has spin-diagonal blocks $\pm\xi L/2$, where $\xi$ is the spin-orbit constant, then

$$E_2=\frac{\xi}{4}\,(m_\uparrow-m_\downarrow)+E_{\rm flip},\qquad E_{\rm flip}\le 0,$$

where $E_{\rm flip}$ collects the terms of $E_2$ with opposite spins. The energy contains the difference of the two moments, whereas the total orbital moment contains their sum.

## Opposite signs in the two spin blocks

The blocks $\pm\xi L/2$ are the part $\xi L_zS_z$ of the spin-orbit operator, with one constant $\xi$ for all orbitals. By hand, they say that $V_{uo}=\sigma\xi L_{uo}/2$ for two levels of equal spin, with $\sigma=+1$ for up and $-1$ for down. This sign produces the difference of moments; if both blocks were $+\xi L/2$, the sum would appear instead.

In the code, `Levels` holds the energies, the spin labels (`true` is up), the occupied set and the gap condition. `spinOrbit` builds $V$. Its up-down block `F` is arbitrary and its down-up block is the adjoint, so the usual spin-flip part of spin-orbit coupling is included. `L` is a matrix over all spin-orbitals, so up and down orbitals may differ in space; `spinBlock` keeps its elements within one spin.

In Lean 4 with Mathlib:

```lean
import Mathlib

open Matrix

namespace OrbitalMomentAnisotropy

noncomputable section

/-- Spin-orbital levels with energies, spin labels (`true` is up) and an occupied set,
every occupied level lying strictly below every empty one. -/
structure Levels (P : Type*) where
  energy : P → ℝ
  up : P → Bool
  occ : Finset P
  gap : ∀ o ∈ occ, ∀ u, u ∉ occ → energy o < energy u

variable {P : Type*} (S : Levels P)

/-- The sign `+1` for spin up and `-1` for spin down. -/
def spinSign (s : Bool) : ℝ := if s then 1 else -1

/-- The perturbation with spin-diagonal blocks `+ξL/2` (up) and `-ξL/2` (down), and with
up-down block `F` and down-up block the adjoint of `F`. -/
def spinOrbit (ξ : ℝ) (L F : Matrix P P ℂ) : Matrix P P ℂ :=
  Matrix.of fun p q =>
    if S.up p = S.up q then ((spinSign (S.up p) * ξ / 2 : ℝ) : ℂ) * L p q
    else if S.up p then F p q else star (F q p)

/-- The block of `L` that acts within spin `s`. -/
def spinBlock (L : Matrix P P ℂ) (s : Bool) : Matrix P P ℂ :=
  Matrix.of fun p q => if S.up p = s ∧ S.up q = s then L p q else 0
```

## A Hermitian orbital operator

Hermiticity makes $L$ an observable. It enters the derivation by hand at one point, the pair of equal spin, where $L_{uo}^*=L_{ou}$ gives

$$\frac{|V_{uo}|^2}{e_o-e_u}=\frac{\sigma\xi}{2}\,\frac{L_{uo}^*V_{uo}}{e_o-e_u}=\frac{\sigma\xi}{2}\,L_{ou}\,c_{uo}.$$

The right-hand side is therefore real. A pair of opposite spin contributes to neither moment, and its energy goes into $E_{\rm flip}$.

The amplitude $c_{uo}$ is `response S V u o`. The theorem `response_equation` confirms that it solves the first-order Schrödinger equation $(e_u-e_o)c_{uo}+V_{uo}=0$.

```lean
/-- First-order amplitude `V_uo / (e_o - e_u)` of the empty level `u` in the occupied
orbital `o`; it is meant for levels of different energy. -/
def response (V : Matrix P P ℂ) (u o : P) : ℂ :=
  V u o / ((S.energy o - S.energy u : ℝ) : ℂ)

/-- The amplitudes solve the first-order Schrödinger equation on the empty levels. -/
theorem response_equation (V : Matrix P P ℂ) {o u : P} (ho : o ∈ S.occ) (hu : u ∉ S.occ) :
    ((S.energy u - S.energy o : ℝ) : ℂ) * response S V u o + V u o = 0 := by
  have hd : ((S.energy o - S.energy u : ℝ) : ℂ) ≠ 0 :=
    Complex.ofReal_ne_zero.2 (sub_neg.2 (S.gap o ho u hu)).ne
  have h := div_mul_cancel₀ (V u o) hd
  unfold response
  push_cast at h ⊢
  linear_combination -h
```

The next theorem, `pair_energy`, is the pair identity for both cases at once. It splits on whether the spins agree. If they do, `key` evaluates $L_{ou}c_{uo}$, using `hL.apply` for the Hermiticity step; `hb` selects the moment of the right spin, and the final case split on `S.up o` settles the sign. If they differ, both spin blocks vanish and only the flip term remains.

```lean
/-- Contribution of one pair of levels: for Hermitian `L` it is a moment term if the spins
agree and a spin-flip term if they differ. -/
theorem pair_energy (ξ : ℝ) {L : Matrix P P ℂ} (F : Matrix P P ℂ) (hL : L.IsHermitian)
    (o u : P) :
    ‖spinOrbit S ξ L F u o‖ ^ 2 / (S.energy o - S.energy u) =
      ξ / 2 * (spinBlock S L true o u * response S (spinOrbit S ξ L F) u o).re -
      ξ / 2 * (spinBlock S L false o u * response S (spinOrbit S ξ L F) u o).re +
      (if S.up o = S.up u then 0
        else ‖spinOrbit S ξ L F u o‖ ^ 2 / (S.energy o - S.energy u)) := by
  by_cases h : S.up u = S.up o
  · have hV : spinOrbit S ξ L F u o = ((spinSign (S.up o) * ξ / 2 : ℝ) : ℂ) * L u o := by
      unfold spinOrbit
      rw [Matrix.of_apply, if_pos h, h]
    have hn : ‖spinOrbit S ξ L F u o‖ ^ 2 =
        (spinSign (S.up o) * ξ / 2) ^ 2 * ‖L u o‖ ^ 2 := by
      rw [hV, norm_mul, Complex.norm_real, mul_pow, Real.norm_eq_abs, sq_abs]
    -- Hermiticity of L makes the product L_ou V_uo real
    have key : (L o u * response S (spinOrbit S ξ L F) u o).re =
        spinSign (S.up o) * ξ / 2 * ‖L u o‖ ^ 2 / (S.energy o - S.energy u) := by
      have hc : L o u * response S (spinOrbit S ξ L F) u o =
          ((spinSign (S.up o) * ξ / 2 * ‖L u o‖ ^ 2 /
            (S.energy o - S.energy u) : ℝ) : ℂ) := by
        rw [response, hV, ← hL.apply o u, Complex.star_def]
        push_cast
        rw [← Complex.conj_mul']
        ring
      rw [hc, Complex.ofReal_re]
    have hb (s : Bool) : (spinBlock S L s o u * response S (spinOrbit S ξ L F) u o).re =
        if S.up o = s then
          spinSign (S.up o) * ξ / 2 * ‖L u o‖ ^ 2 / (S.energy o - S.energy u) else 0 := by
      by_cases hs : S.up o = s
      · rw [if_pos hs, ← key, spinBlock, Matrix.of_apply, if_pos ⟨hs, h.trans hs⟩]
      · rw [if_neg hs, spinBlock, Matrix.of_apply, if_neg (fun k => hs k.1), zero_mul,
          Complex.zero_re]
    rw [hb, hb, hn, if_pos h.symm]
    cases S.up o <;>
      simp only [spinSign, Bool.false_eq_true, Bool.true_eq_false, if_true, if_false] <;> ring
  · have hb (s : Bool) : spinBlock S L s o u = 0 := by
      rw [spinBlock, Matrix.of_apply, if_neg (fun k => h (k.2.trans k.1.symm))]
    rw [hb, hb, if_neg (Ne.symm h)]
    simp
```

Without Hermiticity the energy formula can fail. Take two spin-up levels, $o$ occupied at energy 0 and $u$ empty at energy 1, with $\xi=2$, $L_{uo}=1$ and $L_{ou}=0$. Then the sum that defines $E_2$ is $-1$, while both moments and $E_{\rm flip}$ are zero. Here $V$ is not Hermitian either, so the example tests the algebra and describes no physical system. The example violates $L_{ou}=L_{uo}^*$ for an occupied-empty pair of equal spin, and the derivation needs the relation only for such pairs.

## Occupied levels strictly below empty ones

The field `gap` describes a ground-state filling with no degeneracy at the Fermi level. By hand it is used twice: it keeps the denominators $e_o-e_u$ away from zero, and it makes them negative, so every term of $E_{\rm flip}$ is at most zero.

The three sums are defined first. `spinMoment` takes the formula for $m_s$ as its definition; for Hermitian $L$ and $V$, ordinary perturbation theory identifies it with the first-order change of $\langle L\rangle$ within spin $s$.

```lean
variable [Fintype P] [DecidableEq P]

/-- Second-order energy: the sum of `|V_uo|² / (e_o - e_u)` over occupied `o` and empty `u`. -/
def secondOrderEnergy (V : Matrix P P ℂ) : ℝ :=
  ∑ o ∈ S.occ, ∑ u ∈ S.occᶜ, ‖V u o‖ ^ 2 / (S.energy o - S.energy u)

/-- The part of the second-order energy that comes from pairs of opposite spin. -/
def spinFlipEnergy (V : Matrix P P ℂ) : ℝ :=
  ∑ o ∈ S.occ, ∑ u ∈ S.occᶜ,
    if S.up o = S.up u then 0 else ‖V u o‖ ^ 2 / (S.energy o - S.energy u)

/-- First-order orbital moment within spin `s`:
`2 Re ∑ L_ou V_uo / (e_o - e_u)` over occupied `o` and empty `u` of that spin. -/
def spinMoment (L V : Matrix P P ℂ) (s : Bool) : ℝ :=
  2 * (∑ o ∈ S.occ, ∑ u ∈ S.occᶜ, spinBlock S L s o u * response S V u o).re
```

In the proofs, the gap gives the nonzero denominators in `response_equation` and in the condition for $E_{\rm flip}=0$, and the termwise sign `ht` below. A sum of nonpositive terms is zero only if each term is, so $E_{\rm flip}=0$ exactly when $V$ has no element from an occupied to an empty level of opposite spin.

```lean
/-- The spin-flip energy is nonpositive, and it is zero exactly when `V` has no element
from an occupied to an empty level of opposite spin. -/
theorem spinFlipEnergy_sign (V : Matrix P P ℂ) :
    spinFlipEnergy S V ≤ 0 ∧ (spinFlipEnergy S V = 0 ↔
      ∀ o ∈ S.occ, ∀ u, u ∉ S.occ → S.up o ≠ S.up u → V u o = 0) := by
  have ht : ∀ o ∈ S.occ, ∀ u ∈ S.occᶜ, (if S.up o = S.up u then 0
      else ‖V u o‖ ^ 2 / (S.energy o - S.energy u)) ≤ 0 := by
    intro o ho u hu
    have hg := S.gap o ho u (Finset.mem_compl.1 hu)
    split_ifs
    · exact le_rfl
    · exact div_nonpos_of_nonneg_of_nonpos (sq_nonneg _) (by linarith)
  have hi := fun o ho => Finset.sum_nonpos (ht o ho)
  refine ⟨Finset.sum_nonpos hi, ?_⟩
  unfold spinFlipEnergy
  rw [Finset.sum_eq_zero_iff_of_nonpos hi]
  constructor
  · intro h o ho u hu hs
    have h1 := (Finset.sum_eq_zero_iff_of_nonpos (ht o ho)).1 (h o ho) u
      (Finset.mem_compl.2 hu)
    rw [if_neg hs, div_eq_zero_iff] at h1
    have hg := S.gap o ho u hu
    rcases h1 with h1 | h1
    · exact norm_eq_zero.1 ((pow_eq_zero_iff two_ne_zero).1 h1)
    · linarith
  · intro h o ho
    refine Finset.sum_eq_zero fun u hu => ?_
    split_ifs with hs
    · rfl
    · rw [h o ho u (Finset.mem_compl.1 hu) hs]
      simp
```

If an occupied spin-up level at energy 1 lies above an empty spin-down level at energy 0, with $V_{uo}=1$, then $E_{\rm flip}=+1$. The sign statement thus depends on the order of coupled levels of opposite spin. The moment formula itself does not use the order.

Summing the pair identity now gives the full result. The equal-spin terms of spin $s$ add up to $(\sigma\xi/2)(m_s/2)=\sigma\xi m_s/4$. The proof does the same: `Finset.sum_congr` inserts `pair_energy` under both sums, and the remaining steps separate the sums and collect factors.

```lean
/-- For Hermitian `L` the second-order spin-orbit energy is `ξ/4` times the difference of the
spin-up and spin-down orbital moments, plus a nonpositive spin-flip energy. -/
theorem energy_eq_moment_difference (ξ : ℝ) {L : Matrix P P ℂ} (F : Matrix P P ℂ)
    (hL : L.IsHermitian) :
    secondOrderEnergy S (spinOrbit S ξ L F) =
      ξ / 4 * (spinMoment S L (spinOrbit S ξ L F) true -
        spinMoment S L (spinOrbit S ξ L F) false) + spinFlipEnergy S (spinOrbit S ξ L F) ∧
    spinFlipEnergy S (spinOrbit S ξ L F) ≤ 0 := by
  refine ⟨?_, (spinFlipEnergy_sign S _).1⟩
  -- sum the pair identity over all occupied-empty pairs
  have h := Finset.sum_congr (rfl : S.occ = S.occ) fun o _ =>
    Finset.sum_congr (rfl : S.occᶜ = S.occᶜ) fun u _ => pair_energy S ξ F hL o u
  rw [secondOrderEnergy, h]
  simp only [spinMoment, spinFlipEnergy, Complex.re_sum, Finset.sum_add_distrib,
    Finset.sum_sub_distrib, ← Finset.mul_sum]
  ring
```

## A filled spin-up shell

The last theorem adds `hup`: every spin-up level in the model is occupied, as in an idealised strong ferromagnet. No empty spin-up level is then left to mix in, so $m_\uparrow=0$ and

$$E_2=-\frac{\xi}{4}\,m_\downarrow+E_{\rm flip}.$$

In the proof, `hz` shows that every term of the spin-up sum vanishes, and the previous theorem does the rest.

```lean
/-- If all spin-up levels are occupied and `L` is Hermitian, the second-order energy is
`-ξ/4` times the spin-down orbital moment, plus the spin-flip energy. -/
theorem energy_of_filled_up_shell (ξ : ℝ) {L : Matrix P P ℂ} (F : Matrix P P ℂ)
    (hL : L.IsHermitian) (hup : ∀ p, S.up p = true → p ∈ S.occ) :
    secondOrderEnergy S (spinOrbit S ξ L F) =
      -(ξ / 4) * spinMoment S L (spinOrbit S ξ L F) false +
        spinFlipEnergy S (spinOrbit S ξ L F) := by
  have hz : ∑ o ∈ S.occ, ∑ u ∈ S.occᶜ,
      spinBlock S L true o u * response S (spinOrbit S ξ L F) u o = 0 :=
    Finset.sum_eq_zero fun o _ => Finset.sum_eq_zero fun u hu => by
      rw [spinBlock, Matrix.of_apply,
        if_neg (fun k => Finset.mem_compl.1 hu (hup u k.2)), zero_mul]
  have hm : spinMoment S L (spinOrbit S ξ L F) true = 0 := by
    rw [spinMoment, hz, Complex.zero_re, mul_zero]
  rw [(energy_eq_moment_difference S ξ F hL).1, hm]
  ring

end

end OrbitalMomentAnisotropy
```

Without `hup`, the earlier example of two spin-up levels, now with $L_{ou}=1$, has $E_2=-1$ but $m_\downarrow=E_{\rm flip}=0$. The shorter formula fails there because $\xi m_\uparrow\neq0$.

Within this non-interacting, finite model, a filled spin-up shell makes $m_\downarrow$ the whole first-order orbital moment, which for known $\xi$ then fixes the second-order energy up to the spin-flip term. Bruno's relation for magnetic anisotropy compares two magnetisation directions and neglects the change in the spin-flip term. The theorem treats one direction at a time and keeps that term, whose change between directions can have either sign.

```lean
#print axioms OrbitalMomentAnisotropy.response_equation
#print axioms OrbitalMomentAnisotropy.energy_eq_moment_difference
#print axioms OrbitalMomentAnisotropy.energy_of_filled_up_shell
```

```
'OrbitalMomentAnisotropy.response_equation' depends on axioms: [propext, Classical.choice, Quot.sound]
'OrbitalMomentAnisotropy.energy_eq_moment_difference' depends on axioms: [propext, Classical.choice, Quot.sound]
'OrbitalMomentAnisotropy.energy_of_filled_up_shell' depends on axioms: [propext, Classical.choice, Quot.sound]
```
